# A permutation of N particles has at most N exchange cycles

When identical particles are permuted, their labels fall into exchange cycles, and the lemma says that a permutation of $N$ particles has at most $N$ of them. In mathematics, `σ` is a permutation of a finite type `α`, and `cycleCount σ` is the number of classes of the relation "lies on the same cycle of `σ`", so a particle left in place counts as a cycle of its own. Only the finiteness of the set of labels is assumed; no Hamiltonian, wavefunction or statistical weight enters. The attempt writes the number of particles as a `Nat.card`, then argues that the map sending each particle to its cycle is surjective, so there cannot be more cycles than particles.

An attempt in Lean 4 with a fault in it:

```lean
import Mathlib

open Filter Topology

noncomputable section

namespace CycleCountLe

variable {α : Type*} [Fintype α]

/-- Two particles are equivalent when they lie on the same exchange cycle of `σ`. -/
def cycleSetoid (σ : Equiv.Perm α) : Setoid α where
  r := σ.SameCycle
  iseqv := ⟨fun x => Equiv.Perm.SameCycle.refl σ x, fun h => h.symm, fun h k => h.trans k⟩

/-- The number of exchange cycles of `σ`, with each unexchanged particle counted as a cycle. -/
def cycleCount (σ : Equiv.Perm α) : ℕ := Nat.card (Quotient (cycleSetoid σ))

/-- A permutation of `N` particles has at most `N` cycles. -/
theorem cycleCount_le (σ : Equiv.Perm α) : cycleCount σ ≤ Fintype.card α := by
  rw [← Nat.card_eq_fintype_card]
  exact Finite.card_le_of_surjective (Quotient.mk (cycleSetoid σ)) Quotient.mk_surjective

end CycleCountLe
```

Messages:

```
Main.lean:22:8: error(lean.unknownIdentifier): Unknown constant `Finite.card_le_of_surjective`
```

What went wrong. The message says that Lean knows no constant called `Finite.card_le_of_surjective`. The proof therefore stops at a missing name, and the message finds no fault with the surjectivity argument itself.

The repair keeps the same map and the same proof of surjectivity, but uses `Fintype.card_le_of_surjective`, which does exist. That lemma compares values of `Fintype.card`, so it needs a `Fintype` instance on the quotient as well as on `α`. The new `let` line supplies one through `Fintype.ofFinite`, from the fact that the quotient is finite.

The rewriting changes to match. The old `rw` turned the particle count on the right into `Nat.card`. The new one unfolds `cycleCount` and turns the `Nat.card` of the quotient on the left into `Fintype.card`, leaving the right side as it was stated. Both sides then have the form the lemma concludes.

As a diff, the version that Lean accepts:

```diff
@@ -19,6 +19,7 @@
 /-- A permutation of `N` particles has at most `N` cycles. -/
 theorem cycleCount_le (σ : Equiv.Perm α) : cycleCount σ ≤ Fintype.card α := by
-  rw [← Nat.card_eq_fintype_card]
-  exact Finite.card_le_of_surjective (Quotient.mk (cycleSetoid σ)) Quotient.mk_surjective
+  let _ : Fintype (Quotient (cycleSetoid σ)) := Fintype.ofFinite _
+  rw [cycleCount, Nat.card_eq_fintype_card]
+  exact Fintype.card_le_of_surjective (Quotient.mk (cycleSetoid σ)) Quotient.mk_surjective
 
 end CycleCountLe
```
